# A larger VV10 parameter b means a longer contact for one pair in a differentiable potential

Two fragments held together by dispersion settle at the distance where attraction balances repulsion. In the VV10 nonlocal functional, the attraction is damped at short range by an adjustable parameter $b$. Raising $b$ weakens the attraction, which suggests a longer contact. Weaker attraction alone doesn't settle the matter, though, because an equilibrium distance depends on the slope of the energy and not on its depth.

The model here is a single pair of volume elements at distance $R$, with total energy $U(R)+\Phi_b(R)$. In atomic units, the VV10 pair energy is

$$\Phi_b(R)=-\frac{3}{2gg'(g+g')},\qquad g=wR^2+bc,\quad g'=w'R^2+bc'.$$

The coefficients $w$, $w'$, $c$ and $c'$ are positive constants. The prime labels the second element and never means a derivative. $U$ contains every other contribution, such as Pauli repulsion, and doesn't depend on $b$. If $0<b_1<b_2$, if $R_1$ and $R_2$ are global minimisers over all distances $R>0$ for these two values, and if $U$ is differentiable at $R_1$, then $R_1<R_2$. For someone refitting $b$ to a new semilocal functional, this gives the direction of the geometric response, within a one-pair model whose coefficients stay fixed as the distance changes.

## The pair and its energy

In Lean 4 with Mathlib:

```lean
import Mathlib

open Set

namespace VV10Contact

noncomputable section
```

In the code below, a `def` introduces a quantity or a property, while a `lemma` or `theorem` has its hypotheses before the colon, its claim after it, and its proof after `:=`.

```lean
/-- The positive parameters of a pair of volume elements: `w`, `w'` multiply the squared
distance, and `c`, `c'` multiply the damping parameter `b`. -/
structure Pair where
  (w w' c c' : ℝ)
  w_pos : 0 < w
  w'_pos : 0 < w'
  c_pos : 0 < c
  c'_pos : 0 < c'
```

A `Pair` consists of four real numbers together with proofs that they are positive. In VV10, $w$ is a local response frequency determined by the density and its gradient. The coefficient $c$ is $v_F^2/\omega_p$, the squared local Fermi velocity over the local plasma frequency. Here all four are constants, so the densities don't respond when the fragments move.

```lean
/-- The VV10 function `g = w R² + b c` of one volume element. -/
def gap (w c b R : ℝ) : ℝ := w * R ^ 2 + b * c
```

This is $g=wR^2+bc$. The same function gives $g'$ when it receives `w'` and `c'`.

```lean
/-- The VV10 pair energy `-3 / (2 g g' (g + g'))`, meant for `b > 0`. -/
def dispersion (P : Pair) (b R : ℝ) : ℝ :=
  -(3 / (2 * gap P.w P.c b R * gap P.w' P.c' b R *
    (gap P.w P.c b R + gap P.w' P.c' b R)))
```

This is $\Phi_b(R)$. The functional multiplies it by the two densities and integrates over all pairs of points. For a single pair, a fixed positive weight changes nothing essential, since one can divide the total energy by it and rescale $U$.

At long distance $\Phi_b(R)$ approaches $-3/\big(2ww'(w+w')R^6\big)$, in which $b$ no longer appears. The parameter therefore acts through the short-range damping.

```lean
/-- A closed formula for the slope in `R` of the VV10 pair energy, meant for `b > 0`. -/
def slope (P : Pair) (b R : ℝ) : ℝ :=
  3 * R / (gap P.w P.c b R * gap P.w' P.c' b R *
    (gap P.w P.c b R + gap P.w' P.c' b R)) *
  (P.w / gap P.w P.c b R + P.w' / gap P.w' P.c' b R +
    (P.w + P.w') / (gap P.w P.c b R + gap P.w' P.c' b R))
```

This is the expression

$$s_b(R)=\frac{3R}{gg'(g+g')}\left(\frac{w}{g}+\frac{w'}{g'}+\frac{w+w'}{g+g'}\right).$$

So far it is only a formula; that it equals $d\Phi_b/dR$ is proved below.

```lean
/-- `R` is a contact distance: it is positive and minimises the total energy, `U` plus
dispersion, over all positive distances. -/
def IsContact (P : Pair) (U : ℝ → ℝ) (b R : ℝ) : Prop :=
  0 < R ∧ ∀ S, 0 < S → U R + dispersion P b R ≤ U S + dispersion P b S
```

`IsContact P U b R` says that $R>0$ and that $U(R)+\Phi_b(R)\le U(S)+\Phi_b(S)$ for every $S>0$. This is a global minimum, so a geometry relaxation that stops in a higher local minimum isn't described by it. The definition doesn't require the minimiser to be unique. The theorems that compare two values of $b$ take contacts as given and don't show that they exist; only the step example at the end exhibits one.

## How the slope depends on b

```lean
/-- The function `g` is positive when `w`, `c` and `b` are positive. -/
lemma gap_pos {w c b : ℝ} (hw : 0 < w) (hc : 0 < c) (hb : 0 < b) (R : ℝ) :
    0 < gap w c b R := by
  unfold gap
  positivity
```

For positive $w$, $c$ and $b$, we have $g\ge bc>0$, even at $R=0$. No denominator in the formulas can then vanish.

```lean
/-- For `b > 0` the derivative of the VV10 pair energy with respect to distance is `slope`. -/
theorem hasDerivAt_dispersion (P : Pair) {b : ℝ} (hb : 0 < b) (R : ℝ) :
    HasDerivAt (dispersion P b) (slope P b R) R := by
  have hgap : ∀ w c : ℝ, HasDerivAt (fun x => gap w c b x) (2 * w * R) R := by
    intro w c
    have h := ((hasDerivAt_pow 2 R).const_mul w).add_const (b * c)
    exact h.congr_deriv (by norm_num; ring)
  have hg := gap_pos P.w_pos P.c_pos hb R
  have hg' := gap_pos P.w'_pos P.c'_pos hb R
  have hs : gap P.w P.c b R + gap P.w' P.c' b R ≠ 0 := by positivity
  have h := ((hasDerivAt_const R (3 : ℝ)).fun_div
    ((((hgap P.w P.c).const_mul 2).fun_mul (hgap P.w' P.c')).fun_mul
      ((hgap P.w P.c).fun_add (hgap P.w' P.c'))) (by positivity)).fun_neg
  refine h.congr_deriv ?_
  unfold slope
  field_simp
  ring
```

`HasDerivAt f s R` means that $f$ is differentiable at $R$ with derivative $s$. By hand, write $D=gg'(g+g')$, so that $\Phi_b=-3/(2D)$ and

$$\frac{d\Phi_b}{dR}=\frac{3}{2D}\cdot\frac{1}{D}\frac{dD}{dR}.$$

Since $dg/dR=2wR$ and $dg'/dR=2w'R$, the logarithmic derivative of the product is

$$\frac1D\frac{dD}{dR}=\frac{2wR}{g}+\frac{2w'R}{g'}+\frac{2(w+w')R}{g+g'}.$$

Inserting this gives $s_b(R)$. In the proof, `hgap` supplies the derivative of $g$, and Mathlib's product and quotient rules do the rest. `field_simp` and `ring` then confirm that the result agrees with `slope`.

```lean
/-- The product `g g' (g + g')` strictly grows with `b > 0`. -/
lemma denominator_lt (P : Pair) {b₁ b₂ : ℝ} (hb₁ : 0 < b₁) (hb : b₁ < b₂) (R : ℝ) :
    gap P.w P.c b₁ R * gap P.w' P.c' b₁ R * (gap P.w P.c b₁ R + gap P.w' P.c' b₁ R) <
    gap P.w P.c b₂ R * gap P.w' P.c' b₂ R * (gap P.w P.c b₂ R + gap P.w' P.c' b₂ R) := by
  have hg := gap_pos P.w_pos P.c_pos hb₁ R
  have hg' := gap_pos P.w'_pos P.c'_pos hb₁ R
  have h : gap P.w P.c b₁ R < gap P.w P.c b₂ R := by
    have := mul_lt_mul_of_pos_right hb P.c_pos
    unfold gap; linarith
  have h' : gap P.w' P.c' b₁ R < gap P.w' P.c' b₂ R := by
    have := mul_lt_mul_of_pos_right hb P.c'_pos
    unfold gap; linarith
  exact mul_lt_mul'' (mul_lt_mul'' h h' hg.le hg'.le) (add_lt_add h h')
    (by positivity) (by positivity)
```

Raising $b$ from $b_1$ to $b_2$ increases $g$ by $(b_2-b_1)c$ and $g'$ by $(b_2-b_1)c'$. All three factors of $D$ are positive and grow, so $D$ grows. The lemma `mul_lt_mul''` multiplies such inequalities between positive numbers.

```lean
/-- At fixed distance, increasing `b > 0` strictly raises the VV10 pair energy. -/
theorem dispersion_lt (P : Pair) {b₁ b₂ : ℝ} (hb₁ : 0 < b₁) (hb : b₁ < b₂) (R : ℝ) :
    dispersion P b₁ R < dispersion P b₂ R := by
  have hg := gap_pos P.w_pos P.c_pos hb₁ R
  have hg' := gap_pos P.w'_pos P.c'_pos hb₁ R
  have h := denominator_lt P hb₁ hb R
  unfold dispersion
  apply neg_lt_neg
  apply div_lt_div_of_pos_left (by norm_num) (by positivity)
  linarith
```

Because $D$ grows, $3/(2D)$ shrinks, and its negative rises: $\Phi_{b_1}(R)<\Phi_{b_2}(R)$. This is the weakening of the attraction at fixed distance.

```lean
/-- At fixed `R > 0`, increasing `b > 0` strictly lowers the slope of the pair energy. -/
theorem slope_lt (P : Pair) {b₁ b₂ R : ℝ} (hb₁ : 0 < b₁) (hb : b₁ < b₂) (hR : 0 < R) :
    slope P b₂ R < slope P b₁ R := by
  have hw := P.w_pos
  have hw' := P.w'_pos
  have p := gap_pos hw P.c_pos hb₁ R
  have p' := gap_pos hw' P.c'_pos hb₁ R
  have q := gap_pos hw P.c_pos (hb₁.trans hb) R
  have q' := gap_pos hw' P.c'_pos (hb₁.trans hb) R
  have h : gap P.w P.c b₁ R < gap P.w P.c b₂ R := by
    have := mul_lt_mul_of_pos_right hb P.c_pos
    unfold gap; linarith
  have h' : gap P.w' P.c' b₁ R < gap P.w' P.c' b₂ R := by
    have := mul_lt_mul_of_pos_right hb P.c'_pos
    unfold gap; linarith
  -- both factors of the slope are positive and fall with `b`
  unfold slope
  refine mul_lt_mul'' ?_ ?_ (by positivity) (by positivity)
  · exact div_lt_div_of_pos_left (by positivity) (by positivity)
      (denominator_lt P hb₁ hb R)
  · exact add_lt_add (add_lt_add (div_lt_div_of_pos_left hw p h)
      (div_lt_div_of_pos_left hw' p' h'))
      (div_lt_div_of_pos_left (by positivity) (by positivity) (add_lt_add h h'))
```

This is the statement about slopes that the geometry needs. For $R>0$, the prefactor $3R/D$ falls as $b$ grows, because $D$ grows. Each term in the bracket has a fixed positive numerator and a growing denominator, so the bracket falls too. Both factors are positive, hence

$$s_{b_2}(R)<s_{b_1}(R).$$

The two bullets in the proof treat the prefactor and the bracket in that order. At $R=0$ both slopes are zero, which is why the theorem asks for $R>0$.

In terms of forces, $s_b(R)$ is the strength of the inward pull, and a larger $b$ weakens it at every positive distance.

## From slopes to contact distances

```lean
/-- For any `U`, smooth or not, increasing `b > 0` never shortens the contact distance. -/
theorem contact_le (P : Pair) {U : ℝ → ℝ} {b₁ b₂ R₁ R₂ : ℝ} (hb₁ : 0 < b₁) (hb : b₁ < b₂)
    (h₁ : IsContact P U b₁ R₁) (h₂ : IsContact P U b₂ R₂) : R₁ ≤ R₂ := by
  have hd : ∀ R, HasDerivAt (fun x => dispersion P b₂ x - dispersion P b₁ x)
      (slope P b₂ R - slope P b₁ R) R := fun R =>
    (hasDerivAt_dispersion P (hb₁.trans hb) R).fun_sub (hasDerivAt_dispersion P hb₁ R)
  -- the energy change caused by raising `b` decreases with distance
  have hanti : StrictAntiOn (fun x => dispersion P b₂ x - dispersion P b₁ x) (Ioi 0) := by
    apply strictAntiOn_of_deriv_neg (convex_Ioi 0)
    · exact fun x _ => (hd x).continuousAt.continuousWithinAt
    · intro x hx
      rw [interior_Ioi] at hx
      rw [(hd x).deriv]
      exact sub_neg.mpr (slope_lt P hb₁ hb hx)
  by_contra hlt
  have h := hanti (mem_Ioi.mpr h₂.1) (mem_Ioi.mpr h₁.1) (not_le.mp hlt)
  have e₁ := h₁.2 R₂ h₂.1
  have e₂ := h₂.2 R₁ h₁.1
  dsimp only at h
  linarith
```

This first comparison allows any function $U$, even a discontinuous one. Let

$$\Delta(R)=\Phi_{b_2}(R)-\Phi_{b_1}(R).$$

Its derivative, $s_{b_2}(R)-s_{b_1}(R)$, is negative for $R>0$, so $\Delta$ is strictly decreasing there. The two minimality conditions, each tested at the other contact distance, are

$$U(R_1)+\Phi_{b_1}(R_1)\le U(R_2)+\Phi_{b_1}(R_2),$$
$$U(R_2)+\Phi_{b_2}(R_2)\le U(R_1)+\Phi_{b_2}(R_1).$$

Adding them cancels $U$ and leaves $\Delta(R_2)\le\Delta(R_1)$. If $R_2<R_1$ held, the strict decrease of $\Delta$ would give $\Delta(R_2)>\Delta(R_1)$, a contradiction. Hence $R_1\le R_2$.

In the code, `hanti` is the strict decrease of $\Delta$ on $R>0$, which Mathlib derives from the negative derivative. `e₁` and `e₂` are the two minimality inequalities, and `linarith` does the addition. If either energy has several global minimisers, the result holds for every choice of $R_1$ and $R_2$ among them.

```lean
/-- Increasing `b > 0` strictly lengthens the contact distance, provided `U` is
differentiable at the contact distance of the smaller `b`. -/
theorem contact_lt (P : Pair) {U : ℝ → ℝ} {b₁ b₂ R₁ R₂ : ℝ} (hb₁ : 0 < b₁) (hb : b₁ < b₂)
    (hU : DifferentiableAt ℝ U R₁)
    (h₁ : IsContact P U b₁ R₁) (h₂ : IsContact P U b₂ R₂) : R₁ < R₂ := by
  refine lt_of_le_of_ne (contact_le P hb₁ hb h₁ h₂) ?_
  intro heq
  rw [← heq] at h₂
  -- `U` is differentiable at `R₁`, so the total force vanishes there if `R₁` is a contact distance
  have force : ∀ b, 0 < b → IsContact P U b R₁ → deriv U R₁ + slope P b R₁ = 0 := by
    intro b hb' h
    have hmin : IsLocalMin (fun x => U x + dispersion P b x) R₁ := by
      filter_upwards [Ioi_mem_nhds h.1] with S hS
      exact h.2 S hS
    exact hmin.hasDerivAt_eq_zero (hU.hasDerivAt.fun_add (hasDerivAt_dispersion P hb' R₁))
  have f₁ := force b₁ hb₁ h₁
  have f₂ := force b₂ (hb₁.trans hb) h₂
  have := slope_lt P hb₁ hb h₁.1
  linarith
```

The new hypothesis `hU` says that $U$ is differentiable at $R_1$; nothing is asked of it elsewhere. We already have $R_1\le R_2$, so only equality has to be excluded.

Suppose $R_1=R_2$. Then the same point minimises both total energies. It lies inside the region $R>0$, so both derivatives vanish there:

$$\frac{dU}{dR}(R_1)+s_{b_1}(R_1)=0,\qquad \frac{dU}{dR}(R_1)+s_{b_2}(R_1)=0.$$

Subtracting gives $s_{b_1}(R_1)=s_{b_2}(R_1)$, which contradicts the strict ordering of the slopes. Therefore $R_1<R_2$.

The intermediate statement `force` proves the zero-derivative condition for any positive $b$ with a contact at $R_1$. It turns the global minimum into a local one and applies the usual stationarity rule. `f₁` and `f₂` are its two instances, and `linarith` finds the contradiction with `slope_lt`.

The theorem gives the sign of the shift and not its size. In a molecule many pair distances change together and the densities relax, so the one-pair result doesn't by itself order the bond lengths of a full VV10 calculation.

```lean
/-- Increasing `b > 0` strictly raises the minimum of the total energy. -/
theorem contact_energy_lt (P : Pair) {U : ℝ → ℝ} {b₁ b₂ R₁ R₂ : ℝ} (hb₁ : 0 < b₁)
    (hb : b₁ < b₂) (h₁ : IsContact P U b₁ R₁) (h₂ : IsContact P U b₂ R₂) :
    U R₁ + dispersion P b₁ R₁ < U R₂ + dispersion P b₂ R₂ := by
  have := h₁.2 R₂ h₂.1
  have := dispersion_lt P hb₁ hb R₂
  linarith
```

The minimum energy rises as well, and this needs no differentiability:

$$U(R_1)+\Phi_{b_1}(R_1)\le U(R_2)+\Phi_{b_1}(R_2)<U(R_2)+\Phi_{b_2}(R_2).$$

The first step is the minimality of $R_1$, and the second is the rise of $\Phi_b$ at fixed distance. The full functional also contains a constant per electron that depends on $b$. At fixed electron number it doesn't move the contact, but it does shift the total energy and is left out of this comparison.

## A step that holds the contact in place

```lean
/-- A step, repulsive if `M > 0`: energy `M` at distances below `σ`, and zero from `σ` onwards. -/
def wall (σ M R : ℝ) : ℝ := if R < σ then M else 0
```

The function `wall` is a step of height $M$: its value is $M$ for $R<\sigma$ and zero for $R\ge\sigma$. For $M>0$, as in the theorem below, it is repulsive, a crude hard core of finite height.

```lean
/-- For a step at `σ > 0` as high as the dispersion well of `b₁ > 0` at zero distance is
deep, `σ` is a contact distance for every `b ≥ b₁`. -/
theorem wall_contact (P : Pair) {b₁ b σ : ℝ} (hb₁ : 0 < b₁) (hb : b₁ ≤ b) (hσ : 0 < σ) :
    IsContact P (wall σ (-dispersion P b₁ 0)) b σ := by
  have hb0 : 0 < b := hb₁.trans_le hb
  have hw := P.w_pos
  have hw' := P.w'_pos
  -- dispersion energy rises with distance
  have mono : ∀ R S, 0 ≤ R → R ≤ S → dispersion P b R ≤ dispersion P b S := by
    intro R S hR hRS
    have p := gap_pos hw P.c_pos hb0 R
    have p' := gap_pos hw' P.c'_pos hb0 R
    have q := gap_pos hw P.c_pos hb0 S
    have q' := gap_pos hw' P.c'_pos hb0 S
    have h : gap P.w P.c b R ≤ gap P.w P.c b S := by unfold gap; gcongr
    have h' : gap P.w' P.c' b R ≤ gap P.w' P.c' b S := by unfold gap; gcongr
    unfold dispersion
    apply neg_le_neg
    gcongr
  have hneg : dispersion P b σ ≤ 0 := by
    have p := gap_pos hw P.c_pos hb0 σ
    have p' := gap_pos hw' P.c'_pos hb0 σ
    unfold dispersion
    apply neg_nonpos.mpr
    positivity
  have hzero : dispersion P b₁ 0 ≤ dispersion P b 0 := by
    rcases eq_or_lt_of_le hb with h | h
    · rw [h]
    · exact (dispersion_lt P hb₁ h 0).le
  refine ⟨hσ, fun S hS => ?_⟩
  unfold wall
  rw [if_neg (lt_irrefl σ)]
  split_ifs with h
  · have := mono 0 S le_rfl hS.le
    linarith
  · have := mono σ S hσ.le (not_lt.mp h)
    linarith

end

end VV10Contact
```

The height is chosen as the depth of the dispersion well at zero distance for $b_1$:

$$M=-\Phi_{b_1}(0)=\frac{3}{2b_1^3cc'(c+c')}.$$

With this step as $U$, the distance $\sigma$ is a contact for every $b\ge b_1$. To see this by hand, compare the energy at $\sigma$, which is $\Phi_b(\sigma)$, with the energy at any other $S>0$.

- If $S\ge\sigma$, the step contributes nothing. Since $g$ and $g'$ grow with distance, $\Phi_b(S)\ge\Phi_b(\sigma)$.
- If $0<S<\sigma$, the energy is $M+\Phi_b(S)$. It satisfies
$$M+\Phi_b(S)\ge M+\Phi_b(0)\ge M+\Phi_{b_1}(0)=0\ge\Phi_b(\sigma).$$

In the proof, `mono` is the rise of $\Phi_b$ with distance, `hzero` compares the two values of $b$ at $R=0$, and `hneg` says that $\Phi_b(\sigma)\le0$. `split_ifs` separates the two sides of the step.

Taking $b=b_1$ and then some $b_2>b_1$ gives the same contact $\sigma$ twice, so $R_1<R_2$ fails while $R_1\le R_2$ still holds. The step is differentiable everywhere except at $\sigma$, so differentiability away from $R_1$ isn't enough for a strict shift. Since it jumps at $\sigma$, this example doesn't decide the case of a continuous potential with a kink.

```lean
#print axioms VV10Contact.contact_lt
-- 'VV10Contact.contact_lt' depends on axioms: [propext, Classical.choice, Quot.sound]
#print axioms VV10Contact.contact_energy_lt
-- 'VV10Contact.contact_energy_lt' depends on axioms: [propext, Classical.choice, Quot.sound]
#print axioms VV10Contact.wall_contact
-- 'VV10Contact.wall_contact' depends on axioms: [propext, Classical.choice, Quot.sound]
```
